# Convergence of the diagonal-denominator iteration for strictly diagonally dominant matrices

To find first-order amplitudes when the zeroth-order Hamiltonian is not diagonal in the chosen basis, as with localised orbitals, one can divide the residual of the linear equations by the diagonal energy differences, correct the amplitudes and repeat. This converges from every start if, in each row of the finite matrix, the absolute value of the diagonal entry exceeds the sum of the absolute values of the couplings.

Let H₀ be the zeroth-order Hamiltonian, with the reference state |0⟩ as eigenvector of energy E₀, let V be the perturbation, and let |j⟩ be orthonormal configurations orthogonal to |0⟩. Expand the first-order correction to |0⟩ as ∑_k x_k |k⟩, and let E₁ be the first-order energy. Projecting (H₀ − E₀) ∑_k x_k |k⟩ = −(V − E₁)|0⟩ on ⟨j| removes E₁, since ⟨j|0⟩ = 0. With M_jk = ⟨j|H₀ − E₀|k⟩ and r_j = ⟨j|V|0⟩, the amplitudes x_j therefore obey

M x = −r.

Dominance means that each configuration's diagonal energy difference from the reference outweighs its total coupling to the other configurations. It depends on the basis and has to be checked for the matrix at hand.

## Contraction by the ratio of couplings to energy differences

Write A for the diagonal part of M, and s_j = ∑_{k≠j} |M_jk|. The assumption is s_j < |M_jj| for every j. Since s_j ≥ 0, no M_jj vanishes, and A is invertible. The update x' = −A⁻¹(r + (M − A)x) reads in components

M_jj x'_j = −(r_j + ∑_{k≠j} M_jk x_k).

Setting x' = x and collecting terms gives M x = −r. Conversely, if M x = −r, the right-hand side equals M_jj x_j, so x'_j = x_j. The fixed points are therefore exactly the solutions.

Let ‖x‖ be the largest |x_j|, and q the largest s_j/|M_jj|; both are 0 if there are no rows. For two vectors x and y the source r cancels:

|M_jj| |x'_j − y'_j| = |∑_{k≠j} M_jk (x_k − y_k)| ≤ s_j ‖x − y‖.

Division by |M_jj| gives ‖x' − y'‖ ≤ q ‖x − y‖, and q < 1 because there are finitely many rows.

If M v = 0, then v and 0 are both fixed points for r = 0, so ‖v‖ ≤ q ‖v‖ and v = 0. A square matrix without a nonzero null vector is invertible. Let x* = −M⁻¹r, and let x(m) be the vector after m updates. Since x* is fixed, applying the contraction m times gives

‖x(m) − x*‖ ≤ qᵐ ‖x(0) − x*‖ → 0.

For the series form, put T = −A⁻¹(M − A) and c = −A⁻¹r, so that x(m+1) = T x(m) + c. Starting from x(0) = 0, suppose x(m) = ∑_{k<m} Tᵏ c. Then

x(m+1) = ∑_{k<m} Tᵏ⁺¹ c + c = ∑_{k<m+1} Tᵏ c.

The partial sums are thus the iterates from zero, and they converge to x*.

Equality in every row does not guarantee convergence, even for an invertible matrix. Take rows (1, 1) and (−1, 1), with determinant 2, and r = 0. Numbering components from 0, the update is (x_0, x_1) ↦ (−x_1, x_0). From (1, 0) it preserves x_0² + x_1² = 1. A limit L would satisfy L_0 = −L_1 and L_1 = L_0, hence L = 0, which contradicts L_0² + L_1² = 1. This matrix is not Hermitian, so it is not a matrix of H₀ − E₀ in an orthonormal basis. Changing the sign of its second row gives the Hermitian matrix with rows (1, 1) and (1, −1), which is also invertible and, for r = 0, has the same update.

## The matrix, its diagonal and the update in Lean

The finite type `n` labels the configurations; it is not an iteration count.

```lean
import Mathlib

open Matrix Filter Topology

namespace DiagonalDominance

noncomputable section

variable {n : Type*} [Fintype n] [DecidableEq n]
```

The name `zerothOrder` refers to the diagonal A of M. In the application above this is only part of H₀ − E₀, and the series below expands in M − A, not in V.

```lean
/-- The zeroth-order part of `M`: its diagonal. -/
def zerothOrder (M : Matrix n n ℂ) : Matrix n n ℂ := Matrix.diagonal fun j => M j j
```

The update takes the source `r` and the current amplitudes `x`; `*ᵥ` is the product of a matrix with a vector.

```lean
/-- One update `x ↦ -A⁻¹ (r + (M - A) x)` of the amplitudes, with `A` the diagonal of `M`;
meant for matrices without zeros on the diagonal. -/
def amplitudeStep (M : Matrix n n ℂ) (r x : n → ℂ) : n → ℂ :=
  -((zerothOrder M)⁻¹ *ᵥ (r + (M - zerothOrder M) *ᵥ x))
```

The dominance condition is a strict inequality for each row, with `Finset.univ.erase j` as the set of all k ≠ j.

```lean
/-- Strict diagonal dominance: in every row the absolute value of the diagonal entry exceeds the sum
of the absolute values of the other entries. -/
def DiagDominant (M : Matrix n n ℂ) : Prop :=
  ∀ j, ∑ k ∈ Finset.univ.erase j, ‖M j k‖ < ‖M j j‖
```

The ratio q is written as the norm of the vector of row ratios. Mathlib's norm on functions from a finite type is the largest absolute component, as in the derivation.

```lean
/-- The largest ratio, over all rows, of summed absolute couplings to the absolute diagonal
entry; meant for matrices without zeros on the diagonal. -/
def dominanceRatio (M : Matrix n n ℂ) : ℝ :=
  ‖fun j => (∑ k ∈ Finset.univ.erase j, ‖M j k‖) / ‖M j j‖‖
```

Matrices and vectors are complex, and M need not be Hermitian. Both M and r are given and fixed during the iteration; their identification with the projected first-order equation is the physical step made before the Lean model begins.

## From nonzero denominators to the contraction

Each diagonal entry is larger in absolute value than a nonnegative sum.

```lean
/-- A strictly diagonally dominant matrix has no zero on its diagonal. -/
theorem DiagDominant.diag_ne_zero {M : Matrix n n ℂ} (h : DiagDominant M) (j : n) :
    M j j ≠ 0 :=
  norm_pos_iff.mp ((Finset.sum_nonneg fun _ _ => norm_nonneg _).trans_lt (h j))
```

The next lemma multiplies the update by A. The determinant of A is the product of the diagonal entries, which are assumed nonzero, so A A⁻¹ = 1.

```lean
/-- If no diagonal entry vanishes, the updated amplitudes `x'` solve the zeroth-order
equation `A x' = -(r + (M - A) x)`. -/
theorem zerothOrder_mulVec_step {M : Matrix n n ℂ} (hd : ∀ j, M j j ≠ 0) (r x : n → ℂ) :
    zerothOrder M *ᵥ amplitudeStep M r x = -(r + (M - zerothOrder M) *ᵥ x) := by
  have hu : IsUnit (zerothOrder M).det := by
    rw [zerothOrder, Matrix.det_diagonal]
    exact isUnit_iff_ne_zero.mpr (Finset.prod_ne_zero_iff.mpr fun j _ => hd j)
  rw [amplitudeStep, Matrix.mulVec_neg, Matrix.mulVec_mulVec,
    Matrix.mul_nonsing_inv _ hu, Matrix.one_mulVec]
```

Taking row j and splitting the k = j term from the full sum gives the component equation.

```lean
/-- If no diagonal entry vanishes, the update in components reads
`M_jj x'_j = -(r_j + ∑_{k ≠ j} M_jk x_k)`. -/
theorem step_component {M : Matrix n n ℂ} (hd : ∀ j, M j j ≠ 0) (r x : n → ℂ) (j : n) :
    M j j * amplitudeStep M r x j
      = -(r j + ∑ k ∈ Finset.univ.erase j, M j k * x k) := by
  have h := congrFun (zerothOrder_mulVec_step hd r x) j
  have hs : M j j * x j + ∑ k ∈ Finset.univ.erase j, M j k * x k = ∑ k, M j k * x k :=
    Finset.add_sum_erase _ (fun k => M j k * x k) (Finset.mem_univ j)
  have hm : (M *ᵥ x) j = ∑ k, M j k * x k := rfl
  rw [Pi.neg_apply, Pi.add_apply, Matrix.sub_mulVec, Pi.sub_apply, zerothOrder,
    Matrix.mulVec_diagonal, Matrix.mulVec_diagonal, hm] at h
  linear_combination h + hs
```

The fixed-point equivalence needs only nonzero diagonal entries. Its second half shows A x' = A x and cancels M_jj row by row.

```lean
/-- If no diagonal entry vanishes, the amplitudes left unchanged by the update are exactly
the solutions of `M x = -r`. -/
theorem step_eq_self_iff {M : Matrix n n ℂ} (hd : ∀ j, M j j ≠ 0) (r x : n → ℂ) :
    amplitudeStep M r x = x ↔ M *ᵥ x = -r := by
  constructor
  · intro hx
    have h1 := zerothOrder_mulVec_step hd r x
    rw [hx, Matrix.sub_mulVec] at h1
    linear_combination (norm := module) h1
  · intro hx
    -- both sides agree after multiplication by the nonzero diagonal entry
    have h1 := zerothOrder_mulVec_step hd r x
    rw [Matrix.sub_mulVec, hx] at h1
    have h2 : zerothOrder M *ᵥ amplitudeStep M r x = zerothOrder M *ᵥ x := by
      rw [h1]; abel
    ext j
    have h3 := congrFun h2 j
    rw [zerothOrder, Matrix.mulVec_diagonal, Matrix.mulVec_diagonal] at h3
    exact mul_left_cancel₀ (hd j) h3
```

In the contraction estimate, `hdiff` is the subtraction that removes r, and `hrow` states s_j ≤ q |M_jj|. The `calc` chain is the triangle inequality followed by this bound, with the common factor |M_jj| cancelled at the end.

```lean
/-- If no diagonal entry vanishes, one update multiplies the largest component of the
difference of two amplitude vectors by at most the dominance ratio. -/
theorem step_contraction {M : Matrix n n ℂ} (hd : ∀ j, M j j ≠ 0) (r x y : n → ℂ) :
    ‖amplitudeStep M r x - amplitudeStep M r y‖ ≤ dominanceRatio M * ‖x - y‖ := by
  have hq : 0 ≤ dominanceRatio M := norm_nonneg _
  refine (pi_norm_le_iff_of_nonneg (mul_nonneg hq (norm_nonneg _))).mpr fun j => ?_
  have hp : 0 < ‖M j j‖ := norm_pos_iff.mpr (hd j)
  -- the source term r drops out of the difference
  have hdiff : M j j * (amplitudeStep M r x - amplitudeStep M r y) j
      = -∑ k ∈ Finset.univ.erase j, M j k * (x - y) k := by
    simp only [Pi.sub_apply, mul_sub, Finset.sum_sub_distrib]
    linear_combination step_component hd r x j - step_component hd r y j
  have hrow : ∑ k ∈ Finset.univ.erase j, ‖M j k‖ ≤ dominanceRatio M * ‖M j j‖ := by
    rw [← div_le_iff₀ hp]
    exact (Real.le_norm_self _).trans
      (norm_le_pi_norm (fun j => (∑ k ∈ Finset.univ.erase j, ‖M j k‖) / ‖M j j‖) j)
  refine le_of_mul_le_mul_left ?_ hp
  calc ‖M j j‖ * ‖(amplitudeStep M r x - amplitudeStep M r y) j‖
      = ‖∑ k ∈ Finset.univ.erase j, M j k * (x - y) k‖ := by
        rw [← norm_mul, hdiff, norm_neg]
    _ ≤ ∑ k ∈ Finset.univ.erase j, ‖M j k‖ * ‖x - y‖ := by
        refine norm_sum_le_of_le _ fun k _ => ?_
        rw [norm_mul]
        exact mul_le_mul_of_nonneg_left (norm_le_pi_norm (x - y) k) (norm_nonneg _)
    _ = (∑ k ∈ Finset.univ.erase j, ‖M j k‖) * ‖x - y‖ := by rw [Finset.sum_mul]
    _ ≤ (dominanceRatio M * ‖M j j‖) * ‖x - y‖ :=
        mul_le_mul_of_nonneg_right hrow (norm_nonneg _)
    _ = ‖M j j‖ * (dominanceRatio M * ‖x - y‖) := by ring
```

Strict dominance now enters to give q < 1.

```lean
/-- For a strictly diagonally dominant matrix the dominance ratio is below one. -/
theorem dominanceRatio_lt_one {M : Matrix n n ℂ} (h : DiagDominant M) :
    dominanceRatio M < 1 := by
  refine (pi_norm_lt_iff one_pos).mpr fun j => ?_
  rw [Real.norm_of_nonneg (by positivity), div_lt_one (norm_pos_iff.mpr (h.diag_ne_zero j))]
  exact h j
```

## Invertibility, error bound and convergence

If the determinant vanished, there would be a nonzero null vector `v`. The contraction applied to `v` and 0 rules this out.

```lean
/-- A strictly diagonally dominant matrix is invertible. -/
theorem DiagDominant.isUnit {M : Matrix n n ℂ} (h : DiagDominant M) : IsUnit M := by
  rw [Matrix.isUnit_iff_isUnit_det, isUnit_iff_ne_zero]
  intro hdet
  -- a null vector would be a second fixed point of the source-free update
  obtain ⟨v, hv, hMv⟩ := Matrix.exists_mulVec_eq_zero_iff.mpr hdet
  have h1 : amplitudeStep M 0 v = v :=
    (step_eq_self_iff h.diag_ne_zero 0 v).mpr (by rw [hMv, neg_zero])
  have h0 : amplitudeStep M 0 0 = 0 :=
    (step_eq_self_iff h.diag_ne_zero 0 0).mpr (by simp)
  have hc := step_contraction h.diag_ne_zero 0 v 0
  rw [h1, h0, sub_zero] at hc
  nlinarith [mul_pos (sub_pos.mpr (dominanceRatio_lt_one h)) (norm_pos_iff.mpr hv)]
```

In the error bound, `x₀` is the starting vector x(0), and `(amplitudeStep M r)^[m]` means m successive updates. The proof first shows that −M⁻¹r is fixed, then gains one factor of q per induction step.

```lean
/-- For a strictly diagonally dominant matrix the error after `m` updates, measured by its largest
component, is at most the initial error times the `m`-th power of the dominance ratio. -/
theorem error_bound {M : Matrix n n ℂ} (h : DiagDominant M) (r x₀ : n → ℂ) (m : ℕ) :
    ‖(amplitudeStep M r)^[m] x₀ - -(M⁻¹ *ᵥ r)‖
      ≤ dominanceRatio M ^ m * ‖x₀ - -(M⁻¹ *ᵥ r)‖ := by
  have hfix : amplitudeStep M r (-(M⁻¹ *ᵥ r)) = -(M⁻¹ *ᵥ r) := by
    rw [step_eq_self_iff h.diag_ne_zero, Matrix.mulVec_neg, Matrix.mulVec_mulVec,
      Matrix.mul_nonsing_inv _ ((Matrix.isUnit_iff_isUnit_det M).mp h.isUnit),
      Matrix.one_mulVec]
  induction m with
  | zero => simp
  | succ m ih =>
    have hc := step_contraction h.diag_ne_zero r ((amplitudeStep M r)^[m] x₀) (-(M⁻¹ *ᵥ r))
    rw [hfix] at hc
    rw [Function.iterate_succ_apply']
    refine (hc.trans (mul_le_mul_of_nonneg_left ih (norm_nonneg _))).trans_eq ?_
    ring
```

The main theorem states that M is invertible and that, for every source and every start, the iterates tend to −M⁻¹r. The error is squeezed between zero and a multiple of qᵐ.

```lean
/-- A strictly diagonally dominant matrix `M` is invertible, and for every `r` the iteration
`x ↦ -A⁻¹ (r + (M - A) x)`, with `A` the diagonal of `M`, converges to `-M⁻¹ r` from every start. -/
theorem iteration_converges {M : Matrix n n ℂ} (h : DiagDominant M) :
    IsUnit M ∧ ∀ r x₀ : n → ℂ,
      Tendsto (fun m => (amplitudeStep M r)^[m] x₀) atTop (𝓝 (-(M⁻¹ *ᵥ r))) := by
  refine ⟨h.isUnit, fun r x₀ => ?_⟩
  have ht := (tendsto_pow_atTop_nhds_zero_of_lt_one (norm_nonneg _ : 0 ≤ dominanceRatio M)
    (dominanceRatio_lt_one h)).mul_const ‖x₀ - -(M⁻¹ *ᵥ r)‖
  rw [zero_mul] at ht
  exact tendsto_iff_norm_sub_tendsto_zero.mpr
    (squeeze_zero (fun _ => norm_nonneg _) (error_bound h r x₀) ht)
```

The series theorem concerns the partial sums of Tᵏ c with k < m. In its proof, `aff` is the form T x + c of the update, and `hs` takes one factor T out of the shifted sum.

```lean
/-- For a strictly diagonally dominant matrix the perturbation series with terms
`(-A⁻¹ (M - A))^k (-A⁻¹ r)`, with `A` the diagonal of `M`, sums to `-M⁻¹ r`. -/
theorem perturbation_series {M : Matrix n n ℂ} (h : DiagDominant M) (r : n → ℂ) :
    Tendsto (fun m => (∑ k ∈ Finset.range m,
        (-((zerothOrder M)⁻¹ * (M - zerothOrder M))) ^ k) *ᵥ (-((zerothOrder M)⁻¹ *ᵥ r)))
      atTop (𝓝 (-(M⁻¹ *ᵥ r))) := by
  have aff : ∀ x, amplitudeStep M r x = (-((zerothOrder M)⁻¹ * (M - zerothOrder M))) *ᵥ x
      + -((zerothOrder M)⁻¹ *ᵥ r) := by
    intro x
    rw [amplitudeStep, Matrix.mulVec_add, Matrix.mulVec_mulVec, Matrix.neg_mulVec]
    abel
  have hs : ∀ (T : Matrix n n ℂ) (m : ℕ),
      ∑ k ∈ Finset.range m, T ^ (k + 1) = T * ∑ k ∈ Finset.range m, T ^ k := by
    intro T m
    simp only [pow_succ', Finset.mul_sum]
  -- the partial sums are the iterates started from zero
  refine ((iteration_converges h).2 r 0).congr fun m => ?_
  induction m with
  | zero => simp
  | succ m ih =>
    rw [Function.iterate_succ_apply', ih, aff, Finset.sum_range_succ', pow_zero,
      Matrix.add_mulVec, Matrix.one_mulVec, hs, Matrix.mulVec_mulVec]
```

## A rotation at equality

The two-row example uses Lean's indices 0 and 1.

```lean
/-- The matrix with rows `(1, 1)` and `(-1, 1)`. -/
def borderline : Matrix (Fin 2) (Fin 2) ℂ := !![1, 1; -1, 1]
```

The theorem has three parts: equality in both rows, invertibility, and the absence of any limit `L` from (1, 0). In the proof, `hstep` identifies the update as a quarter turn, `hinv` is the conserved sum of squares, and `s0` and `s1` are the two relations that a limit would satisfy.

```lean
/-- Equality in place of strict dominance is not enough: the matrix with rows `(1, 1)` and
`(-1, 1)` is invertible, yet for `r = 0` the iteration started from `(1, 0)` has no limit. -/
theorem equality_not_sufficient :
    (∀ j, ∑ k ∈ Finset.univ.erase j, ‖borderline j k‖ = ‖borderline j j‖) ∧
    IsUnit borderline ∧
    ∀ L, ¬ Tendsto (fun m => (amplitudeStep borderline 0)^[m] ![1, 0]) atTop (𝓝 L) := by
  have b00 : borderline 0 0 = 1 := by simp [borderline]
  have b01 : borderline 0 1 = 1 := by simp [borderline]
  have b10 : borderline 1 0 = -1 := by simp [borderline]
  have b11 : borderline 1 1 = 1 := by simp [borderline]
  have e0 : Finset.univ.erase (0 : Fin 2) = {1} := by decide
  have e1 : Finset.univ.erase (1 : Fin 2) = {0} := by decide
  have hd : ∀ j, borderline j j ≠ 0 := by
    intro j
    fin_cases j <;> simp [borderline]
  -- the update is a rotation by a right angle
  have hstep : ∀ x, amplitudeStep borderline 0 x = ![-x 1, x 0] := by
    intro x
    have h0 := step_component hd 0 x 0
    have h1 := step_component hd 0 x 1
    rw [e0, Finset.sum_singleton, b00, b01, Pi.zero_apply] at h0
    rw [e1, Finset.sum_singleton, b11, b10, Pi.zero_apply] at h1
    ext j
    fin_cases j
    · change amplitudeStep borderline 0 x 0 = -x 1
      linear_combination h0
    · change amplitudeStep borderline 0 x 1 = x 0
      linear_combination h1
  refine ⟨?_, ?_, ?_⟩
  · refine Fin.forall_fin_two.mpr ⟨?_, ?_⟩
    · rw [e0, Finset.sum_singleton, b00, b01]
    · rw [e1, Finset.sum_singleton, b10, b11, norm_neg]
  · rw [Matrix.isUnit_iff_isUnit_det, isUnit_iff_ne_zero, Matrix.det_fin_two,
      b00, b01, b10, b11]
    norm_num
  · intro L hL
    have r0 : ∀ m, (amplitudeStep borderline 0)^[m + 1] ![1, 0] 0
        = -((amplitudeStep borderline 0)^[m] ![1, 0] 1) := fun m =>
      congrFun ((Function.iterate_succ_apply' _ m _).trans (hstep _)) 0
    have r1 : ∀ m, (amplitudeStep borderline 0)^[m + 1] ![1, 0] 1
        = (amplitudeStep borderline 0)^[m] ![1, 0] 0 := fun m =>
      congrFun ((Function.iterate_succ_apply' _ m _).trans (hstep _)) 1
    have hinv : ∀ m, ((amplitudeStep borderline 0)^[m] ![1, 0] 0) ^ 2
        + ((amplitudeStep borderline 0)^[m] ![1, 0] 1) ^ 2 = 1 := by
      intro m
      induction m with
      | zero => simp
      | succ m ih =>
        rw [r0, r1]
        linear_combination ih
    have c0 := tendsto_pi_nhds.mp hL 0
    have c1 := tendsto_pi_nhds.mp hL 1
    -- a limit would be invariant under the rotation, hence zero
    have s0 : L 0 = -L 1 := tendsto_nhds_unique (c0.comp (tendsto_add_atTop_nat 1))
      (c1.neg.congr fun m => (r0 m).symm)
    have s1 : L 1 = L 0 := tendsto_nhds_unique (c1.comp (tendsto_add_atTop_nat 1))
      (c0.congr fun m => (r1 m).symm)
    have hs : L 0 ^ 2 + L 1 ^ 2 = 1 :=
      tendsto_nhds_unique (((c0.pow 2).add (c1.pow 2)).congr hinv) tendsto_const_nhds
    have z : L 1 = 0 := by linear_combination (s0 + s1) / 2
    rw [← s1, z] at hs
    norm_num at hs

end

end DiagonalDominance
```

```lean
#print axioms DiagonalDominance.iteration_converges
-- 'DiagonalDominance.iteration_converges' depends on axioms: [propext, Classical.choice, Quot.sound]
#print axioms DiagonalDominance.perturbation_series
-- 'DiagonalDominance.perturbation_series' depends on axioms: [propext, Classical.choice, Quot.sound]
#print axioms DiagonalDominance.equality_not_sufficient
-- 'DiagonalDominance.equality_not_sufficient' depends on axioms: [propext, Classical.choice, Quot.sound]
```
